# Irregular solid harmonics satisfy Laplace's equation away from the origin

Let $q$ be a real harmonic polynomial in three variables, homogeneous of degree $l$, and let $r$ be the distance from the origin. For every real $s$ and every point $x \neq 0$,

$$\Delta(r^s q) = s(s+2l+1)\, r^{s-2} q .$$

The factor vanishes at $s=-(2l+1)$, so the irregular solid harmonic $r^{-2l-1}q$ is harmonic away from the origin.

In electrostatics this function is the potential of a point multipole of order $l$: $l=0$ gives the Coulomb potential $1/r$, $l=1$ a dipole and $l=2$ a quadrupole. Such terms appear in the multipole treatment of Coulomb interactions between distant charge distributions in electronic structure codes; the result concerns a single term of fixed $l$, in empty space and away from its centre.

## Two derivatives and Euler's identity

The calculation is no harder in $n$ dimensions. Write $x_i$ for the coordinates, $i=0,\dots,n-1$, and $\partial_i$ for the corresponding partial derivatives. From $r=(\sum_j x_j^2)^{1/2}$ we get, for $x\neq 0$,

$$\partial_i r = \frac{2x_i}{2r} = \frac{x_i}{r}, \qquad \partial_i r^s = s\,r^{s-1}\,\frac{x_i}{r} = s\,r^{s-2}x_i .$$

The product rule then gives

$$\partial_i(r^s q) = s\,r^{s-2}x_i q + r^s\,\partial_i q .$$

Each term on the right is again a power of $r$ times a polynomial, so the same rule applies to both:

$$\partial_i^2(r^s q) = s\left[(s-2)r^{s-4}x_i^2 q + r^{s-2}(q + x_i\partial_i q)\right] + s\,r^{s-2}x_i\partial_i q + r^s\partial_i^2 q .$$

Collecting terms,

$$\partial_i^2(r^s q) = s(s-2)r^{s-4}x_i^2 q + s\,r^{s-2}q + 2s\,r^{s-2}x_i\partial_i q + r^s\partial_i^2 q .$$

Now sum over $i$. In the first term $\sum_i x_i^2=r^2$. The second occurs $n$ times. For the third, $x_i\partial_i$ multiplies a monomial by its exponent in $x_i$, and the exponents in each monomial of $q$ add up to $l$; hence Euler's identity $\sum_i x_i\partial_i q = l\,q$. The fourth sum vanishes because $q$ is harmonic. Therefore

$$\Delta(r^s q) = \left[s(s-2)+ns+2ls\right]r^{s-2}q = s(s+2l+n-2)\,r^{s-2}q ,$$

which for $n=3$ is the formula above.

For $l\geq 1$ the exponent differs from that in $r^{-l-1}Y_{lm}$, where $Y_{lm}$ is a spherical harmonic depending on direction only. The polynomial $q$ already contains a factor $r^l$, so the matching power in front of it is $r^{-2l-1}$. Taking $s=-(l+1)$ with $q$ leaves the factor $-l(l+1)$, which is nonzero for $l\geq 1$.

## Radius, Laplacian and harmonic polynomials in Lean

The dimension `n` stays general until the last three theorems.

```lean
import Mathlib

open MvPolynomial

namespace SolidHarmonics

noncomputable section

variable {n : ℕ}
```

A point is a function `Fin n → ℝ`, that is, a list of $n$ real coordinates numbered from 0. The radius is written out as a square root because Mathlib's norm on this type is the largest absolute coordinate, not the Euclidean length.

```lean
/-- The Euclidean distance `r` of the point `x` from the origin. -/
def radius (x : Fin n → ℝ) : ℝ := Real.sqrt (∑ i, x i ^ 2)
```

For a partial derivative, `Function.update x i t` replaces the `i`-th coordinate of `x` by `t` and leaves the others fixed. What remains is an ordinary derivative in one real variable.

```lean
/-- The partial derivative of `f` in the `i`-th Cartesian coordinate. -/
def partialD (i : Fin n) (f : (Fin n → ℝ) → ℝ) (x : Fin n → ℝ) : ℝ :=
  deriv (fun t => f (Function.update x i t)) (x i)
```

The Laplacian applies this operation twice in each direction and adds the results.

```lean
/-- The Laplacian, the sum of the second partial derivatives. -/
def laplacian (f : (Fin n → ℝ) → ℝ) (x : Fin n → ℝ) : ℝ :=
  ∑ i, partialD i (partialD i f) x
```

Harmonicity of $q$ is stated algebraically: `pderiv i` differentiates a polynomial formally, and the sum of the second derivatives must be the zero polynomial.

```lean
/-- A polynomial is harmonic if the sum of its second partial derivatives vanishes. -/
def IsHarmonic (q : MvPolynomial (Fin n) ℝ) : Prop :=
  ∑ i, pderiv i (pderiv i q) = 0
```

The product $r^s q$ is called `radialTimes s q`. Here `eval x q` is the value of the polynomial at the point `x`, and the exponent is any real number.

```lean
/-- The function `r ^ s * q(x)`, a real power of the radius times a polynomial; for negative `s`
Lean gives it the value 0 at the origin, where the formula has no meaning. -/
def radialTimes (s : ℝ) (q : MvPolynomial (Fin n) ℝ) (x : Fin n → ℝ) : ℝ :=
  radius x ^ s * eval x q
```

No normalisation is imposed on `q`, and no particular basis of solid harmonics is chosen.

## Differentiating once

If `x` is not the origin, some coordinate is nonzero, so the sum of squares is positive and so is its root. This permits the later divisions by $r$.

```lean
/-- The radius is positive away from the origin. -/
theorem radius_pos {x : Fin n → ℝ} (hx : x ≠ 0) : 0 < radius x := by
  obtain ⟨i, hi⟩ := Function.ne_iff.mp hx
  have hi' : x i ≠ 0 := hi
  exact Real.sqrt_pos.mpr (Finset.sum_pos' (fun j _ => sq_nonneg _)
    ⟨i, Finset.mem_univ i, by positivity⟩)
```

The derivative of $x_j$ in direction $i$ is the Kronecker delta.

```lean
/-- The derivative of the coordinate `x_j` in the direction `i` is one if `j = i`
and zero otherwise. -/
theorem hasDerivAt_coord (x : Fin n → ℝ) (i j : Fin n) :
    HasDerivAt (fun t => Function.update x i t j) (if j = i then 1 else 0) (x i) := by
  by_cases h : j = i
  · subst h
    simp only [Function.update_self, if_true]
    exact hasDerivAt_id' _
  · simp only [Function.update_of_ne h, if_neg h]
    exact hasDerivAt_const _ _
```

The next lemma connects the formal derivative of a polynomial with the analytic one. The induction builds a polynomial from constants, sums and multiplication by a variable; the last case uses the product rule and the Kronecker delta.

```lean
/-- The formal partial derivative of a polynomial is its analytic partial derivative. -/
theorem hasDerivAt_eval (q : MvPolynomial (Fin n) ℝ) (x : Fin n → ℝ) (i : Fin n) :
    HasDerivAt (fun t => eval (Function.update x i t) q) (eval x (pderiv i q)) (x i) := by
  induction q using MvPolynomial.induction_on with
  | C a =>
    simp only [eval_C, pderiv_C, map_zero]
    exact hasDerivAt_const _ _
  | add p q hp hq =>
    simp only [map_add]
    exact hp.fun_add hq
  | mul_X p j hp =>
    have h := hp.fun_mul (hasDerivAt_coord x i j)
    simp only [map_mul, eval_X]
    refine h.congr_deriv ?_
    rw [Function.update_eq_self, pderiv_mul]
    by_cases hj : j = i
    · subst hj
      simp
    · simp [pderiv_X_of_ne hj, hj]
```

For the radius, `hsum` differentiates the sum of squares to $2x_i$. The chain rule for the square root gives $2x_i/(2r)$, and the last line cancels the 2.

```lean
/-- Away from the origin the radius has the partial derivatives `x_i / r`. -/
theorem hasDerivAt_radius {x : Fin n → ℝ} (hx : x ≠ 0) (i : Fin n) :
    HasDerivAt (fun t => radius (Function.update x i t)) (x i / radius x) (x i) := by
  have hr := radius_pos hx
  have hsum : HasDerivAt (fun t => ∑ j, Function.update x i t j ^ 2) (2 * x i) (x i) := by
    refine (HasDerivAt.fun_sum (u := Finset.univ)
      (fun j _ => (hasDerivAt_coord x i j).fun_pow 2)).congr_deriv ?_
    simp
  have hne : ∑ j, Function.update x i (x i) j ^ 2 ≠ 0 := by
    rw [Function.update_eq_self]
    exact (Real.sqrt_pos.mp hr).ne'
  refine (hsum.sqrt hne).congr_deriv ?_
  rw [Function.update_eq_self]
  exact mul_div_mul_left _ _ two_ne_zero
```

These combine into the first-derivative formula. The term $s\,r^{s-2}x_i q$ appears as `s * radialTimes (s - 2) (X i * q) x`, with $x_i$ absorbed into the polynomial, so that the lemma can be applied to its own output. The auxiliary equation `e` splits $r^{s-1}$ into $r^{s-2}\,r$, and `hdiv` cancels that $r$ against the one in $x_i/r$.

```lean
/-- Away from the origin, `∂_i (r^s q) = s r^(s-2) x_i q + r^s ∂_i q`
for every polynomial `q` and real `s`. -/
theorem hasDerivAt_radialTimes (s : ℝ) (q : MvPolynomial (Fin n) ℝ)
    {x : Fin n → ℝ} (hx : x ≠ 0) (i : Fin n) :
    HasDerivAt (fun t => radialTimes s q (Function.update x i t))
      (s * radialTimes (s - 2) (X i * q) x + radialTimes s (pderiv i q) x) (x i) := by
  have hr := radius_pos hx
  have h := ((hasDerivAt_radius hx i).rpow_const (p := s)
    (Or.inl (by simpa using hr.ne'))).fun_mul (hasDerivAt_eval q x i)
  refine h.congr_deriv ?_
  have e : radius x ^ (s - 1) = radius x ^ (s - 2) * radius x := by
    rw [← Real.rpow_add_one hr.ne']
    congr 1
    ring
  have hdiv : x i / radius x * radius x = x i := div_mul_cancel₀ _ hr.ne'
  simp only [Function.update_eq_self, radialTimes, map_mul, eval_X, e]
  linear_combination (s * radius x ^ (s - 2) * eval x q) * hdiv
```

## Differentiating twice

A second derivative depends on the first derivative at nearby points, not only at `x`. By continuity, `Function.update x i t` remains nonzero for `t` close to `x i`, which is the content of `hne`. The first-derivative formula therefore holds throughout a neighbourhood, and `congr_of_eventuallyEq` allows it to be differentiated in place of the original expression.

```lean
/-- Away from the origin `∂_i (r^s q)` has a partial derivative in the same coordinate `x_i`, with
the value obtained by using the product rule twice. -/
theorem hasDerivAt_partialD (s : ℝ) (q : MvPolynomial (Fin n) ℝ)
    {x : Fin n → ℝ} (hx : x ≠ 0) (i : Fin n) :
    HasDerivAt (fun t => partialD i (radialTimes s q) (Function.update x i t))
      (s * ((s - 2) * radialTimes (s - 2 - 2) (X i * (X i * q)) x
          + radialTimes (s - 2) (pderiv i (X i * q)) x)
        + (s * radialTimes (s - 2) (X i * pderiv i q) x
          + radialTimes s (pderiv i (pderiv i q)) x)) (x i) := by
  have hc : Continuous (fun t : ℝ => Function.update x i t) :=
    continuous_const.update i continuous_id
  -- the formula for the first derivative holds in a neighbourhood of `x`
  have hne : ∀ᶠ t in nhds (x i), Function.update x i t ≠ 0 :=
    hc.continuousAt.eventually_ne (by simpa using hx)
  refine (((hasDerivAt_radialTimes (s - 2) (X i * q) hx i).const_mul s).fun_add
    (hasDerivAt_radialTimes s (pderiv i q) hx i)).congr_of_eventuallyEq ?_
  exact hne.mono fun t ht => (hasDerivAt_radialTimes s q ht i).deriv
```

Lean's `deriv` returns zero where a function has no derivative, so a vanishing Laplacian alone would say little; the `HasDerivAt` statements show that the derivatives used here exist.

## Summing over the coordinates

The general theorem has three hypotheses: `hq` says that `q` is homogeneous of degree `l`, `hh` that it is harmonic, and `hx` that the point is not the origin.

In the proof, `term` is the collected expression for $\partial_i^2(r^s q)$, with its four terms in the same order as in the derivation. The facts `hr2`, `h1`, `hE` and `hH` evaluate the four sums: the squared radius, the dimension, Euler's identity and harmonicity. Finally `h4` merges $r^{s-4}r^2$ into $r^{s-2}$, and `linear_combination` completes the algebra.

```lean
/-- For a harmonic polynomial `q` in `n` variables, homogeneous of degree `l`, and real `s`,
`Δ (r^s q) = s (s + 2l + n - 2) r^(s-2) q` away from the origin. -/
theorem laplacian_radialTimes {l : ℕ} {q : MvPolynomial (Fin n) ℝ}
    (hq : q.IsHomogeneous l) (hh : IsHarmonic q) (s : ℝ) {x : Fin n → ℝ} (hx : x ≠ 0) :
    laplacian (radialTimes s q) x = s * (s + 2 * l + n - 2) * radialTimes (s - 2) q x := by
  have hr := radius_pos hx
  have term : ∀ i, partialD i (partialD i (radialTimes s q)) x =
      (s * (s - 2) * radius x ^ (s - 2 - 2) * eval x q) * x i ^ 2
      + (s * radius x ^ (s - 2) * eval x q) * 1
      + (2 * s * radius x ^ (s - 2)) * (x i * eval x (pderiv i q))
      + radius x ^ s * eval x (pderiv i (pderiv i q)) := by
    intro i
    refine (hasDerivAt_partialD s q hx i).deriv.trans ?_
    simp only [radialTimes, pderiv_mul, pderiv_X_self, map_mul, map_add, eval_X, map_one]
    ring
  have hr2 : ∑ i, x i ^ 2 = radius x ^ 2 :=
    (Real.sq_sqrt (Finset.sum_nonneg fun i _ => sq_nonneg (x i))).symm
  -- Euler's identity for homogeneous polynomials
  have hE : ∑ i, x i * eval x (pderiv i q) = l * eval x q := by
    have h := congrArg (eval x) hq.sum_X_mul_pderiv
    simpa [map_sum, nsmul_eq_mul] using h
  have hH : ∑ i, eval x (pderiv i (pderiv i q)) = 0 := by
    have h := congrArg (eval x) (show ∑ i, pderiv i (pderiv i q) = 0 from hh)
    simpa only [map_sum, map_zero] using h
  have h1 : ∑ _i : Fin n, (1 : ℝ) = n := by simp
  have h4 : radius x ^ (s - 2 - 2) * radius x ^ 2 = radius x ^ (s - 2) := by
    rw [← Real.rpow_natCast (radius x) 2, ← Real.rpow_add hr]
    congr 1
    push_cast
    ring
  simp only [laplacian, term, Finset.sum_add_distrib, ← Finset.mul_sum]
  rw [hr2, hE, hH, h1, radialTimes]
  linear_combination (s * (s - 2) * eval x q) * h4
```

## Three dimensions and the quadrupole potential

With `n = 3` and $s=-(2l+1)$ the factor $s+2l+1$ is zero, and Laplace's equation follows at every point other than the origin.

```lean
/-- In three dimensions, for a harmonic polynomial `q` homogeneous of degree `l`, the
irregular solid harmonic `r^(-2l-1) q` satisfies Laplace's equation away from the origin. -/
theorem irregular_harmonic {l : ℕ} {q : MvPolynomial (Fin 3) ℝ}
    (hq : q.IsHomogeneous l) (hh : IsHarmonic q) {x : Fin 3 → ℝ} (hx : x ≠ 0) :
    laplacian (radialTimes (-(2 * (l : ℝ) + 1)) q) x = 0 := by
  rw [laplacian_radialTimes hq hh _ hx]
  push_cast
  ring
```

There is also a converse at each point other than the origin where $q$ is nonzero. There $r^{s-2}q$ is nonzero too, so the Laplacian vanishes only if $s(s+2l+1)$ does. The two solutions are $s=0$, the regular solid harmonic $q$ itself, and $s=-(2l+1)$, the irregular one. The condition `hqx` excludes the zeros of $q$, where the Laplacian vanishes for every `s`.

```lean
/-- In three dimensions, let `q` be harmonic and homogeneous of degree `l`. At a point
`x ≠ 0` with `q(x) ≠ 0`, the Laplacian of `r^s q` vanishes exactly for `s = 0` and
`s = -(2l+1)`. -/
theorem laplacian_eq_zero_iff {l : ℕ} {q : MvPolynomial (Fin 3) ℝ}
    (hq : q.IsHomogeneous l) (hh : IsHarmonic q) (s : ℝ) {x : Fin 3 → ℝ} (hx : x ≠ 0)
    (hqx : eval x q ≠ 0) :
    laplacian (radialTimes s q) x = 0 ↔ s = 0 ∨ s = -(2 * (l : ℝ) + 1) := by
  have hne : radialTimes (s - 2) q x ≠ 0 :=
    mul_ne_zero (Real.rpow_pos_of_pos (radius_pos hx) _).ne' hqx
  rw [laplacian_radialTimes hq hh s hx, mul_eq_zero, or_iff_left hne, mul_eq_zero]
  push_cast
  exact or_congr Iff.rfl ⟨fun h => by linarith, fun h => by linarith⟩
```

The concrete case is the quadrupole potential $x_0x_1/r^5$, usually written $xy/r^5$. In the Lean statement `y` denotes a whole point, with coordinates `y 0`, `y 1` and `y 2`. The proof checks that $x_0x_1$ is homogeneous of degree 2 and harmonic, rewrites division by $r^5$ as the real power $r^{-5}$, and applies `irregular_harmonic`.

```lean
/-- The quadrupole potential `x_0 x_1 / r^5` satisfies Laplace's equation away from the origin. -/
theorem quadrupole_harmonic {x : Fin 3 → ℝ} (hx : x ≠ 0) :
    laplacian (fun y : Fin 3 → ℝ => y 0 * y 1 / radius y ^ 5) x = 0 := by
  have hq : (X 0 * X 1 : MvPolynomial (Fin 3) ℝ).IsHomogeneous 2 :=
    (isHomogeneous_X ℝ 0).mul (isHomogeneous_X ℝ 1)
  have hh : IsHarmonic (X 0 * X 1 : MvPolynomial (Fin 3) ℝ) := by
    simp [IsHarmonic, Fin.sum_univ_three, pderiv_X, Pi.single_apply]
  have hfun : (fun y : Fin 3 → ℝ => y 0 * y 1 / radius y ^ 5) =
      radialTimes (-(2 * ((2 : ℕ) : ℝ) + 1)) (X 0 * X 1) := by
    funext y
    simp only [radialTimes, map_mul, eval_X]
    rw [show (-(2 * ((2 : ℕ) : ℝ) + 1)) = -((5 : ℕ) : ℝ) by norm_num,
      Real.rpow_neg (show 0 ≤ radius y from Real.sqrt_nonneg _), Real.rpow_natCast]
    ring
  rw [hfun]
  exact irregular_harmonic hq hh hx

end

end SolidHarmonics
```

```lean
#print axioms SolidHarmonics.irregular_harmonic
#print axioms SolidHarmonics.laplacian_eq_zero_iff
#print axioms SolidHarmonics.quadrupole_harmonic
```

```
'SolidHarmonics.irregular_harmonic' depends on axioms: [propext, Classical.choice, Quot.sound]
'SolidHarmonics.laplacian_eq_zero_iff' depends on axioms: [propext, Classical.choice, Quot.sound]
'SolidHarmonics.quadrupole_harmonic' depends on axioms: [propext, Classical.choice, Quot.sound]
```

The theorems concern the potential of an ideal multipole away from its centre and make no statement about the source at the origin. The potential of a molecule at large distance can be approximated by a sum of such terms; that expansion and its error are not treated here.
